# Prolate spheroidal coordinates: orthogonal tangents, volume factor and nuclear attraction

For $a>0$, $\xi>1$ and $|\eta|<1$, the map $(\xi,\eta,\varphi)\mapsto(a\rho\cos\varphi,\ a\rho\sin\varphi,\ a\xi\eta)$ with $\rho=\sqrt{(\xi^2-1)(1-\eta^2)}$ has mutually orthogonal coordinate tangent vectors and a Jacobian determinant of absolute value $a^3(\xi^2-\eta^2)$. The distances from the image point to the foci $(0,0,\mp a)$ are $a(\xi\pm\eta)$, and with $R=2a$ the sum of their inverses is $4\xi/(R(\xi^2-\eta^2))$.

```lean
import Mathlib

open Matrix

namespace ProlateSpheroidal

noncomputable section

/-- The distance from the internuclear axis in units of `a`, for `ξ ≥ 1` and `|η| ≤ 1`. -/
def rho (ξ η : ℝ) : ℝ := Real.sqrt ((ξ ^ 2 - 1) * (1 - η ^ 2))

/-- The Cartesian position of an electron with prolate spheroidal coordinates `ξ, η, φ`,
where `a` is half the internuclear distance. -/
def position (a ξ η φ : ℝ) : Fin 3 → ℝ :=
  ![a * rho ξ η * Real.cos φ, a * rho ξ η * Real.sin φ, a * ξ * η]

/-- The tangent vector of the `ξ` coordinate line, for `ξ > 1` and `|η| < 1`. -/
def tangentXi (a ξ η φ : ℝ) : Fin 3 → ℝ := deriv (fun x => position a x η φ) ξ

/-- The tangent vector of the `η` coordinate line, for `ξ > 1` and `|η| < 1`. -/
def tangentEta (a ξ η φ : ℝ) : Fin 3 → ℝ := deriv (fun y => position a ξ y φ) η

/-- The tangent vector of the `φ` coordinate line. -/
def tangentPhi (a ξ η φ : ℝ) : Fin 3 → ℝ := deriv (fun t => position a ξ η t) φ

/-- The Jacobian determinant, formed from the three coordinate tangent vectors,
for `ξ > 1` and `|η| < 1`. -/
def jacobian (a ξ η φ : ℝ) : ℝ :=
  (Matrix.of ![tangentXi a ξ η φ, tangentEta a ξ η φ, tangentPhi a ξ η φ]).det

/-- The Euclidean distance of the point `p` from the point `(0, 0, c)` of the axis. -/
def axisDistance (c : ℝ) (p : Fin 3 → ℝ) : ℝ :=
  Real.sqrt (p 0 ^ 2 + p 1 ^ 2 + (p 2 - c) ^ 2)

/-- For `ξ > 1` and `|η| < 1` both factors under the root are positive, and so is `rho`,
whose square is their product. -/
theorem rho_pos_and_sq {ξ η : ℝ} (hξ : 1 < ξ) (hη : |η| < 1) :
    0 < ξ ^ 2 - 1 ∧ 0 < 1 - η ^ 2 ∧ 0 < rho ξ η ∧
      rho ξ η ^ 2 = (ξ ^ 2 - 1) * (1 - η ^ 2) := by
  obtain ⟨h1, h2⟩ := abs_lt.1 hη
  have hx : 0 < ξ ^ 2 - 1 := by nlinarith
  have hy : 0 < 1 - η ^ 2 := by nlinarith
  exact ⟨hx, hy, Real.sqrt_pos.2 (mul_pos hx hy), Real.sq_sqrt (mul_pos hx hy).le⟩

/-- The partial derivative of the position with respect to `ξ`, for `ξ > 1` and `|η| < 1`. -/
theorem hasDerivAt_xi (a φ : ℝ) {ξ η : ℝ} (hξ : 1 < ξ) (hη : |η| < 1) :
    HasDerivAt (fun x => position a x η φ)
      ![a * (ξ * (1 - η ^ 2) / rho ξ η) * Real.cos φ,
        a * (ξ * (1 - η ^ 2) / rho ξ η) * Real.sin φ, a * η] ξ := by
  obtain ⟨hx, hy, -, -⟩ := rho_pos_and_sq hξ hη
  have h : HasDerivAt (fun x : ℝ => (x ^ 2 - 1) * (1 - η ^ 2)) (2 * (ξ * (1 - η ^ 2))) ξ :=
    ((((hasDerivAt_id' ξ).fun_pow 2).sub_const 1).mul_const (1 - η ^ 2)).congr_deriv
      (by norm_num; ring)
  have hr : HasDerivAt (fun x => rho x η) (ξ * (1 - η ^ 2) / rho ξ η) ξ :=
    (h.sqrt (mul_pos hx hy).ne').congr_deriv (mul_div_mul_left _ _ two_ne_zero)
  have hz : HasDerivAt (fun x : ℝ => a * x * η) (a * η) ξ :=
    (((hasDerivAt_id' ξ).const_mul a).mul_const η).congr_deriv (by ring)
  refine hasDerivAt_pi.2 fun i => ?_
  fin_cases i
  · exact (hr.const_mul a).mul_const (Real.cos φ)
  · exact (hr.const_mul a).mul_const (Real.sin φ)
  · exact hz

/-- The partial derivative of the position with respect to `η`, for `ξ > 1` and `|η| < 1`. -/
theorem hasDerivAt_eta (a φ : ℝ) {ξ η : ℝ} (hξ : 1 < ξ) (hη : |η| < 1) :
    HasDerivAt (fun y => position a ξ y φ)
      ![a * (-(η * (ξ ^ 2 - 1)) / rho ξ η) * Real.cos φ,
        a * (-(η * (ξ ^ 2 - 1)) / rho ξ η) * Real.sin φ, a * ξ] η := by
  obtain ⟨hx, hy, -, -⟩ := rho_pos_and_sq hξ hη
  have h : HasDerivAt (fun y : ℝ => (ξ ^ 2 - 1) * (1 - y ^ 2)) (2 * -(η * (ξ ^ 2 - 1))) η :=
    ((((hasDerivAt_id' η).fun_pow 2).const_sub 1).const_mul (ξ ^ 2 - 1)).congr_deriv
      (by norm_num; ring)
  have hr : HasDerivAt (fun y => rho ξ y) (-(η * (ξ ^ 2 - 1)) / rho ξ η) η :=
    (h.sqrt (mul_pos hx hy).ne').congr_deriv (mul_div_mul_left _ _ two_ne_zero)
  have hz : HasDerivAt (fun y : ℝ => a * ξ * y) (a * ξ) η :=
    ((hasDerivAt_id' η).const_mul (a * ξ)).congr_deriv (by ring)
  refine hasDerivAt_pi.2 fun i => ?_
  fin_cases i
  · exact (hr.const_mul a).mul_const (Real.cos φ)
  · exact (hr.const_mul a).mul_const (Real.sin φ)
  · exact hz

/-- The partial derivative of the position with respect to the azimuth `φ`. -/
theorem hasDerivAt_phi (a ξ η φ : ℝ) :
    HasDerivAt (fun t => position a ξ η t)
      ![a * rho ξ η * -Real.sin φ, a * rho ξ η * Real.cos φ, 0] φ := by
  refine hasDerivAt_pi.2 fun i => ?_
  fin_cases i
  · exact (Real.hasDerivAt_cos φ).const_mul (a * rho ξ η)
  · exact (Real.hasDerivAt_sin φ).const_mul (a * rho ξ η)
  · exact hasDerivAt_const φ (a * ξ * η)

/-- For `ξ > 1` and `|η| < 1` the three coordinate tangent vectors are mutually orthogonal. -/
theorem tangents_orthogonal (a φ : ℝ) {ξ η : ℝ} (hξ : 1 < ξ) (hη : |η| < 1) :
    tangentXi a ξ η φ ⬝ᵥ tangentEta a ξ η φ = 0 ∧
    tangentXi a ξ η φ ⬝ᵥ tangentPhi a ξ η φ = 0 ∧
    tangentEta a ξ η φ ⬝ᵥ tangentPhi a ξ η φ = 0 := by
  obtain ⟨-, -, hr, h2⟩ := rho_pos_and_sq hξ hη
  have hc := Real.sin_sq_add_cos_sq φ
  have hA := div_mul_cancel₀ (ξ * (1 - η ^ 2)) hr.ne'
  have hB := div_mul_cancel₀ (-(η * (ξ ^ 2 - 1))) hr.ne'
  rw [tangentXi, tangentEta, tangentPhi, (hasDerivAt_xi a φ hξ hη).deriv,
    (hasDerivAt_eta a φ hξ hη).deriv, (hasDerivAt_phi a ξ η φ).deriv]
  generalize ξ * (1 - η ^ 2) / rho ξ η = A at hA ⊢
  generalize -(η * (ξ ^ 2 - 1)) / rho ξ η = B at hB ⊢
  -- the radial slopes along the two coordinate lines multiply to `-ξη`
  have hAB : A * B = -(ξ * η) := by
    apply mul_right_cancel₀ (pow_ne_zero 2 hr.ne')
    linear_combination B * rho ξ η * hA + ξ * (1 - η ^ 2) * hB + ξ * η * h2
  simp only [dotProduct, Fin.sum_univ_three, Matrix.cons_val]
  refine ⟨?_, by ring, by ring⟩
  linear_combination a ^ 2 * A * B * hc + a ^ 2 * hAB

/-- The squared lengths of the tangent vectors (squared scale factors),
for `ξ > 1` and `|η| < 1`. -/
theorem scale_factors_sq (a φ : ℝ) {ξ η : ℝ} (hξ : 1 < ξ) (hη : |η| < 1) :
    tangentXi a ξ η φ ⬝ᵥ tangentXi a ξ η φ = a ^ 2 * (ξ ^ 2 - η ^ 2) / (ξ ^ 2 - 1) ∧
    tangentEta a ξ η φ ⬝ᵥ tangentEta a ξ η φ = a ^ 2 * (ξ ^ 2 - η ^ 2) / (1 - η ^ 2) ∧
    tangentPhi a ξ η φ ⬝ᵥ tangentPhi a ξ η φ = a ^ 2 * ((ξ ^ 2 - 1) * (1 - η ^ 2)) := by
  obtain ⟨hx, hy, hr, h2⟩ := rho_pos_and_sq hξ hη
  have hc := Real.sin_sq_add_cos_sq φ
  have hA := div_mul_cancel₀ (ξ * (1 - η ^ 2)) hr.ne'
  have hB := div_mul_cancel₀ (-(η * (ξ ^ 2 - 1))) hr.ne'
  rw [tangentXi, tangentEta, tangentPhi, (hasDerivAt_xi a φ hξ hη).deriv,
    (hasDerivAt_eta a φ hξ hη).deriv, (hasDerivAt_phi a ξ η φ).deriv]
  generalize ξ * (1 - η ^ 2) / rho ξ η = A at hA ⊢
  generalize -(η * (ξ ^ 2 - 1)) / rho ξ η = B at hB ⊢
  have hA2 : A ^ 2 * (ξ ^ 2 - 1) = ξ ^ 2 * (1 - η ^ 2) := by
    apply mul_right_cancel₀ hy.ne'
    linear_combination -A ^ 2 * h2 + (A * rho ξ η + ξ * (1 - η ^ 2)) * hA
  have hB2 : B ^ 2 * (1 - η ^ 2) = η ^ 2 * (ξ ^ 2 - 1) := by
    apply mul_right_cancel₀ hx.ne'
    linear_combination -B ^ 2 * h2 + (B * rho ξ η - η * (ξ ^ 2 - 1)) * hB
  simp only [dotProduct, Fin.sum_univ_three, Matrix.cons_val]
  refine ⟨?_, ?_, ?_⟩
  · rw [eq_div_iff hx.ne']
    linear_combination a ^ 2 * A ^ 2 * (ξ ^ 2 - 1) * hc + a ^ 2 * hA2
  · rw [eq_div_iff hy.ne']
    linear_combination a ^ 2 * B ^ 2 * (1 - η ^ 2) * hc + a ^ 2 * hB2
  · linear_combination a ^ 2 * rho ξ η ^ 2 * hc + a ^ 2 * h2

/-- For `a > 0`, `ξ > 1` and `|η| < 1` the Jacobian determinant has absolute value
`a³(ξ² - η²)`. -/
theorem abs_jacobian (φ : ℝ) {a ξ η : ℝ} (ha : 0 < a) (hξ : 1 < ξ) (hη : |η| < 1) :
    |jacobian a ξ η φ| = a ^ 3 * (ξ ^ 2 - η ^ 2) := by
  obtain ⟨hx, hy, hr, -⟩ := rho_pos_and_sq hξ hη
  have hc := Real.sin_sq_add_cos_sq φ
  have hA := div_mul_cancel₀ (ξ * (1 - η ^ 2)) hr.ne'
  have hB := div_mul_cancel₀ (-(η * (ξ ^ 2 - 1))) hr.ne'
  -- the determinant itself is negative in the order `ξ, η, φ`
  have hJ : jacobian a ξ η φ = -(a ^ 3 * (ξ ^ 2 - η ^ 2)) := by
    rw [jacobian, tangentXi, tangentEta, tangentPhi, (hasDerivAt_xi a φ hξ hη).deriv,
      (hasDerivAt_eta a φ hξ hη).deriv, (hasDerivAt_phi a ξ η φ).deriv]
    generalize ξ * (1 - η ^ 2) / rho ξ η = A at hA ⊢
    generalize -(η * (ξ ^ 2 - 1)) / rho ξ η = B at hB ⊢
    simp only [Matrix.det_fin_three, Matrix.of_apply, Matrix.cons_val]
    linear_combination (-a ^ 3 * ξ * A * rho ξ η + a ^ 3 * η * B * rho ξ η) * hc
      - a ^ 3 * ξ * hA + a ^ 3 * η * hB
  rw [hJ, abs_neg, abs_of_pos (mul_pos (pow_pos ha 3) (by linarith))]

/-- For `a > 0`, `ξ > 1` and `|η| < 1` the distances to the foci `(0, 0, -a)` and `(0, 0, a)`
are `a(ξ + η)` and `a(ξ - η)`. -/
theorem focal_distances (φ : ℝ) {a ξ η : ℝ} (ha : 0 < a) (hξ : 1 < ξ) (hη : |η| < 1) :
    axisDistance (-a) (position a ξ η φ) = a * (ξ + η) ∧
    axisDistance a (position a ξ η φ) = a * (ξ - η) := by
  obtain ⟨-, -, -, h2⟩ := rho_pos_and_sq hξ hη
  obtain ⟨h3, h4⟩ := abs_lt.1 hη
  have hc := Real.sin_sq_add_cos_sq φ
  -- both squared distances are perfect squares
  constructor
  · rw [← Real.sqrt_sq (mul_pos ha (by linarith : 0 < ξ + η)).le]
    refine congrArg Real.sqrt ?_
    change (a * rho ξ η * Real.cos φ) ^ 2 + (a * rho ξ η * Real.sin φ) ^ 2
      + (a * ξ * η - -a) ^ 2 = _
    linear_combination a ^ 2 * rho ξ η ^ 2 * hc + a ^ 2 * h2
  · rw [← Real.sqrt_sq (mul_pos ha (by linarith : 0 < ξ - η)).le]
    refine congrArg Real.sqrt ?_
    change (a * rho ξ η * Real.cos φ) ^ 2 + (a * rho ξ η * Real.sin φ) ^ 2
      + (a * ξ * η - a) ^ 2 = _
    linear_combination a ^ 2 * rho ξ η ^ 2 * hc + a ^ 2 * h2

/-- For internuclear distance `R > 0`, `ξ > 1` and `|η| < 1`, the sum of the inverse distances
to the two nuclei is `4ξ / (R(ξ² - η²))`. -/
theorem inverse_distance_sum (φ : ℝ) {R ξ η : ℝ} (hR : 0 < R) (hξ : 1 < ξ) (hη : |η| < 1) :
    1 / axisDistance (-(R / 2)) (position (R / 2) ξ η φ)
      + 1 / axisDistance (R / 2) (position (R / 2) ξ η φ)
      = 4 * ξ / (R * (ξ ^ 2 - η ^ 2)) := by
  obtain ⟨hx, hy, -, -⟩ := rho_pos_and_sq hξ hη
  obtain ⟨h3, h4⟩ := abs_lt.1 hη
  obtain ⟨hA, hB⟩ := focal_distances φ (half_pos hR) hξ hη
  have pA : R / 2 * (ξ + η) ≠ 0 := (mul_pos (half_pos hR) (by linarith)).ne'
  have pB : R / 2 * (ξ - η) ≠ 0 := (mul_pos (half_pos hR) (by linarith)).ne'
  have pR : R * (ξ ^ 2 - η ^ 2) ≠ 0 := (mul_pos hR (by linarith)).ne'
  rw [hA, hB, div_add_div _ _ pA pB, div_eq_div_iff (mul_ne_zero pA pB) pR]
  ring

/-- For `a > 0`, `ξ > 1`, `|η| < 1` and any nuclear charges, the volume factor times
`Z_A / r_A + Z_B / r_B` is a polynomial in `ξ` and `η`. -/
theorem volume_factor_mul_attraction (ZA ZB φ : ℝ) {a ξ η : ℝ}
    (ha : 0 < a) (hξ : 1 < ξ) (hη : |η| < 1) :
    |jacobian a ξ η φ| * (ZA / axisDistance (-a) (position a ξ η φ)
      + ZB / axisDistance a (position a ξ η φ))
      = a ^ 2 * ((ZA + ZB) * ξ - (ZA - ZB) * η) := by
  obtain ⟨h3, h4⟩ := abs_lt.1 hη
  obtain ⟨hA, hB⟩ := focal_distances φ ha hξ hη
  have pA : a * (ξ + η) ≠ 0 := (mul_pos ha (by linarith)).ne'
  have pB : a * (ξ - η) ≠ 0 := (mul_pos ha (by linarith)).ne'
  rw [abs_jacobian φ ha hξ hη, hA, hB, div_add_div _ _ pA pB, ← mul_div_assoc,
    div_eq_iff (mul_ne_zero pA pB)]
  ring

end

end ProlateSpheroidal
```

```lean
#print axioms ProlateSpheroidal.tangents_orthogonal
#print axioms ProlateSpheroidal.scale_factors_sq
#print axioms ProlateSpheroidal.inverse_distance_sum
#print axioms ProlateSpheroidal.volume_factor_mul_attraction
```

```
'ProlateSpheroidal.tangents_orthogonal' depends on axioms: [propext, Classical.choice, Quot.sound]
'ProlateSpheroidal.scale_factors_sq' depends on axioms: [propext, Classical.choice, Quot.sound]
'ProlateSpheroidal.inverse_distance_sum' depends on axioms: [propext, Classical.choice, Quot.sound]
'ProlateSpheroidal.volume_factor_mul_attraction' depends on axioms: [propext, Classical.choice, Quot.sound]
```

The setting is one electron near two fixed point nuclei, A at $(0,0,-a)$ and B at $(0,0,a)$, a distance $R$ apart. `position` is the electron's Cartesian position, and `rho` is its distance from the internuclear axis in units of $a$. The vectors `tangentXi`, `tangentEta` and `tangentPhi` are defined as derivatives of `position`, and `jacobian` is the determinant with these vectors as rows, in the order $\xi,\eta,\varphi$. Scalar products are written `⬝ᵥ`. The distance $r_A$ is `axisDistance (-a)` of the position and $r_B$ is `axisDistance a`. This function spells out the Euclidean square root because the built-in norm on `Fin 3 → ℝ` is the maximum norm.

The angle $\varphi$ is any real number. Orthogonality and the squared scale factors are stated for every real $a$; the Jacobian and the distances assume $a>0$. The strict inequalities on $\xi$ and $\eta$ leave out the $z$ axis, and with it the nuclei. The theorems are pointwise identities: they do not include the change of variables in an integral, nor the fact that the coordinates label each point off the axis once, up to multiples of $2\pi$ in $\varphi$.

Off the axis $\rho$ is positive, which is the content of `rho_pos_and_sq`, so the square root can be differentiated:

$$\rho_\xi=\frac{\xi(1-\eta^2)}{\rho},\qquad \rho_\eta=-\frac{\eta(\xi^2-1)}{\rho}.$$

The tangent vectors are therefore

$$t_\xi=a(\rho_\xi\cos\varphi,\rho_\xi\sin\varphi,\eta),\quad t_\eta=a(\rho_\eta\cos\varphi,\rho_\eta\sin\varphi,\xi),\quad t_\varphi=a\rho(-\sin\varphi,\cos\varphi,0).$$

The three `hasDerivAt` theorems establish these formulas component by component.

In $t_\xi\cdot t_\varphi$ and $t_\eta\cdot t_\varphi$ the terms in $\sin\varphi\cos\varphi$ cancel. For the remaining pair, $\rho_\xi\rho_\eta=-\xi\eta(1-\eta^2)(\xi^2-1)/\rho^2=-\xi\eta$, so

$$t_\xi\cdot t_\eta=a^2(\rho_\xi\rho_\eta+\xi\eta)=0.$$

In `tangents_orthogonal`, `generalize` replaces the two slopes by letters `A` and `B`, keeping only their products with $\rho$. The step `hAB` is the identity $\rho_\xi\rho_\eta=-\xi\eta$, and `linear_combination` adds $\sin^2\varphi+\cos^2\varphi=1$.

The squared lengths, proved in `scale_factors_sq`, follow in the same way:

$$|t_\xi|^2=a^2\left(\frac{\xi^2(1-\eta^2)}{\xi^2-1}+\eta^2\right)=\frac{a^2(\xi^2-\eta^2)}{\xi^2-1},$$

$$|t_\eta|^2=a^2\left(\frac{\eta^2(\xi^2-1)}{1-\eta^2}+\xi^2\right)=\frac{a^2(\xi^2-\eta^2)}{1-\eta^2},\qquad |t_\varphi|^2=a^2\rho^2.$$

Expanding the determinant gives

$$\det=a^3\rho(-\xi\rho_\xi+\eta\rho_\eta)=-a^3\left[\xi^2(1-\eta^2)+\eta^2(\xi^2-1)\right]=-a^3(\xi^2-\eta^2).$$

The minus sign means that the order $\xi,\eta,\varphi$ is left-handed. `abs_jacobian` proves this signed value as `hJ` and then takes the absolute value, using $a>0$ and $\xi^2>1>\eta^2$.

The squared focal distances are perfect squares:

$$a^2\left[\rho^2+(\xi\eta\pm1)^2\right]=a^2(\xi^2+\eta^2\pm2\xi\eta)=a^2(\xi\pm\eta)^2.$$

Since $\xi>|\eta|$, both $\xi+\eta$ and $\xi-\eta$ are positive, and the roots are $r_A=a(\xi+\eta)$ and $r_B=a(\xi-\eta)$. `focal_distances` writes each right-hand side as the root of its own square and compares the expressions under the roots. Adding the inverses gives `inverse_distance_sum`:

$$\frac1{r_A}+\frac1{r_B}=\frac{2\xi}{a(\xi^2-\eta^2)}=\frac{4\xi}{R(\xi^2-\eta^2)}.$$

For arbitrary real charges $Z_A$ and $Z_B$, the last theorem multiplies by the volume factor:

$$a^3(\xi^2-\eta^2)\left(\frac{Z_A}{r_A}+\frac{Z_B}{r_B}\right)=a^2\left[Z_A(\xi-\eta)+Z_B(\xi+\eta)\right]=a^2\left[(Z_A+Z_B)\xi-(Z_A-Z_B)\eta\right].$$

In both theorems Lean puts the two fractions over a common denominator, clears it with the positivity facts, and finishes with `ring`.

In James–Coolidge and Kołos–Wolniewicz calculations on diatomic molecules with clamped nuclei, this polynomial replaces the Coulomb singularities of the nuclear attraction; the electron–electron repulsion needs separate treatment. A one-electron example is the trial function $e^{-\alpha\xi}$ for H$_2^+$, with $\alpha>0$. Put $\beta=2\alpha$ and work in atomic units. The attraction integral, before normalisation, is

$$-2\pi a^2\int_{-1}^{1}d\eta\int_1^\infty 2\xi e^{-\beta\xi}\,d\xi=-8\pi a^2e^{-\beta}\,\frac{\beta+1}{\beta^2}.$$

The norm integral, with weight $a^3(\xi^2-\eta^2)$, is $8\pi a^3e^{-\beta}(\beta^2+3\beta+3)/(3\beta^3)$. Their quotient is the expectation value of the attraction energy:

$$-\frac{3\beta(\beta+1)}{a(\beta^2+3\beta+3)}.$$

The same cancellation handles the product of the two inverse distances. Because $r_Ar_B=a^2(\xi^2-\eta^2)$, the volume factor times $1/(r_Ar_B)$ is the constant $a$.
